# The two halves of a finite-dimensional pure state have equal entropy, at most the logarithm of the Schmidt rank

If the two halves of a bipartite system had different entropies, "the entanglement entropy of the state" would name two numbers, and its value would depend on which half was traced out. This does happen for mixed states: the product of a pure qubit and a maximally mixed qubit has entropy $0$ on one side and $\ln 2$ on the other. For a normalised pure state in finite dimension the two values agree, and the number of Schmidt terms limits how large they can be.

Let the left system have an orthonormal basis indexed by $i\in m$ and the right system one indexed by $j\in n$, with $|m|$ and $|n|$ elements. A pure state is

$$|\psi\rangle=\sum_{i,j}M_{ij}\,|i\rangle|j\rangle .$$

Everything below is a statement about the complex matrix $M$. Its conjugate transpose is $M^*$, written `Mᴴ` in Lean.

```lean
import Mathlib

open Matrix
open scoped ComplexOrder

namespace SchmidtEntropy

noncomputable section

variable {m n : Type*} [Fintype m] [Fintype n] [DecidableEq m] [DecidableEq n]
```

## Two spectra from one amplitude matrix

Tracing out the right system gives the left density matrix, with entries $\sum_j M_{ij}\overline{M_{i'j}}=(MM^*)_{ii'}$. Its eigenvalues are denoted $p_i$.

```lean
/-- The eigenvalues of `M M*`, for an amplitude matrix `M` of a bipartite pure state. -/
def leftSpectrum (M : Matrix m n ℂ) : m → ℝ :=
  (Matrix.isHermitian_mul_conjTranspose_self M).eigenvalues
```

Tracing out the left system gives $\sum_i M_{ij}\overline{M_{ij'}}=(M^*M)_{j'j}$. The right density matrix is therefore the transpose of $M^*M$ and has the same eigenvalues, denoted $q_j$.

```lean
/-- The eigenvalues of `M* M`, for an amplitude matrix `M` of a bipartite pure state. -/
def rightSpectrum (M : Matrix m n ℂ) : n → ℝ :=
  (Matrix.isHermitian_conjTranspose_mul_self M).eigenvalues
```

Both matrices are Hermitian, which is why the spectra are real-valued functions on $m$ and $n$. Eigenvalues are listed with multiplicity, and their labels have no relation to the basis states $|i\rangle$ and $|j\rangle$.

A different model would start from a unit vector in a tensor product and define the density operators by partial trace. The statement would then be free of a basis, but to follow the proof given here one would first derive the two matrix formulas above, which in this text are built into the definitions.

The entropy of a list of weights is $S(p)=-\sum_i p_i\ln p_i$, with the natural logarithm and $0\ln 0=0$. The von Neumann entropy $-\operatorname{tr}\rho\ln\rho$ of a density matrix $\rho$ is this sum taken over its eigenvalues; for either half of a bipartite pure state it is called the entanglement entropy.

```lean
/-- The Shannon entropy `-∑ p ln p` of a finite list of weights. -/
def entropy {ι : Type*} [Fintype ι] (p : ι → ℝ) : ℝ := ∑ i, Real.negMulLog (p i)
```

`Real.negMulLog` is the function $x\mapsto -x\ln x$. The definition accepts any real weights; that the $p_i$ are probabilities is proved below from the normalisation.

## Both sides have the same nonzero eigenvalues

For $X\neq0$, evaluate the determinant of the block matrix

$$\begin{pmatrix}X\,1_m & M\\ M^* & 1_n\end{pmatrix}$$

in two ways. Eliminating the lower right block gives $\det(X1_m-MM^*)$. Eliminating the upper left block gives $X^{|m|}\det(1_n-X^{-1}M^*M)=X^{|m|-|n|}\det(X1_n-M^*M)$. Hence

$$X^{|n|}\det(X1_m-MM^*)=X^{|m|}\det(X1_n-M^*M),$$

and this holds as an identity of polynomials. The two spectra differ only in the number of zeros, so $\sum_i f(p_i)=\sum_j f(q_j)$ for every $f$ with $f(0)=0$.

```lean
/-- Any spectral sum of a function vanishing at zero takes the same value on `M M*` and
on `M* M`. -/
theorem spectral_sum_eq (M : Matrix m n ℂ) (f : ℝ → ℝ) (h0 : f 0 = 0) :
    ∑ i, f (leftSpectrum M i) = ∑ j, f (rightSpectrum M j) := by
  -- the characteristic polynomials agree up to powers of `X`
  have h := congrArg Polynomial.roots (Matrix.charpoly_mul_comm' M Mᴴ)
  have hA : (Polynomial.X ^ Fintype.card n * (M * Mᴴ).charpoly : Polynomial ℂ) ≠ 0 :=
    mul_ne_zero (pow_ne_zero _ Polynomial.X_ne_zero) (Matrix.charpoly_monic (M * Mᴴ)).ne_zero
  have hB : (Polynomial.X ^ Fintype.card m * (Mᴴ * M).charpoly : Polynomial ℂ) ≠ 0 :=
    mul_ne_zero (pow_ne_zero _ Polynomial.X_ne_zero) (Matrix.charpoly_monic (Mᴴ * M)).ne_zero
  rw [Polynomial.roots_mul hA, Polynomial.roots_mul hB, Polynomial.roots_X_pow,
    Polynomial.roots_X_pow,
    (Matrix.isHermitian_mul_conjTranspose_self M).roots_charpoly_eq_eigenvalues,
    (Matrix.isHermitian_conjTranspose_mul_self M).roots_charpoly_eq_eigenvalues] at h
  -- the additional zero roots do not contribute to the sum
  have h2 := congrArg (fun s : Multiset ℂ => (s.map (fun z : ℂ => f z.re)).sum) h
  simp only [Multiset.map_add, Multiset.sum_add, Multiset.map_nsmul, Multiset.sum_nsmul,
    Multiset.map_singleton, Multiset.sum_singleton, Complex.zero_re, h0, smul_zero, zero_add,
    Multiset.map_map] at h2
  exact h2
```

The proof turns on `Polynomial.roots`, which returns a multiset: an unordered list that keeps multiplicities. The $p_i$ and $q_j$ are indexed by different types, possibly of different sizes, so they can't be compared label by label. Taking roots of the polynomial identity, which Mathlib supplies as `Matrix.charpoly_mul_comm'`, turns it into an equality of multisets: $|n|$ zeros together with all the $p_i$ equal $|m|$ zeros together with all the $q_j$. No bijection between eigenvalues has to be constructed. The roots are complex numbers, so the proof applies $z\mapsto f(\operatorname{Re}z)$ to both multisets and sums; the added zeros contribute $f(0)=0$.

## The rank counts nonzero eigenvalues

If $MM^*v=0$, then $\|M^*v\|^2=v^*MM^*v=0$, so $M^*v=0$. Thus $MM^*$ and $M^*$ have the same kernel, and $\operatorname{rank}MM^*=\operatorname{rank}M^*=\operatorname{rank}M$. Diagonalising the Hermitian matrix $MM^*$ shows that its rank is the number of indices with $p_i\neq0$.

```lean
omit [DecidableEq n] in
/-- The rank of the amplitude matrix is the number of nonzero eigenvalues of `M M*`. -/
theorem rank_eq_card (M : Matrix m n ℂ) :
    M.rank = (Finset.univ.filter fun i => leftSpectrum M i ≠ 0).card := by
  rw [← Matrix.rank_self_mul_conjTranspose M,
    (Matrix.isHermitian_mul_conjTranspose_self M).rank_eq_card_non_zero_eigs,
    Fintype.card_subtype]
  rfl
```

The Schmidt decomposition writes $|\psi\rangle$ as a sum of products of left and right orthonormal vectors with positive coefficients, and the Schmidt rank is the number of its terms. This number equals the matrix rank `M.rank`, which represents it here; the decomposition itself is not constructed.

## Normalisation gives probabilities

The normalisation $\langle\psi|\psi\rangle=\sum_{i,j}|M_{ij}|^2=1$ is the condition $\operatorname{tr}MM^*=1$. For every $v$, $v^*MM^*v=\|M^*v\|^2\ge0$, so $p_i\ge0$. The trace is the sum of the eigenvalues, so $\sum_i p_i=1$.

```lean
omit [DecidableEq n] in
/-- For a normalised state the eigenvalues of `M M*` form a probability distribution. -/
theorem leftSpectrum_probability (M : Matrix m n ℂ) (hM : (M * Mᴴ).trace = 1) :
    (∀ i, 0 ≤ leftSpectrum M i) ∧ ∑ i, leftSpectrum M i = 1 := by
  refine ⟨fun i => (Matrix.posSemidef_self_mul_conjTranspose M).eigenvalues_nonneg i, ?_⟩
  have h := (Matrix.isHermitian_mul_conjTranspose_self M).trace_eq_sum_eigenvalues
  rw [hM] at h
  have h2 : ((∑ i, leftSpectrum M i : ℝ) : ℂ) = 1 := by
    rw [Complex.ofReal_sum]
    exact h.symm
  exact_mod_cast h2
```

The hypothesis `hM` is this normalisation. The trace is a complex number, so the proof first obtains the sum as an equation in $\mathbb C$ and then returns it to $\mathbb R$.

## A tangent line bounds each entropy term

For $x>0$, $\ln x\le x-1$, with equality only at $x=1$. Put $x=1/(rp)$ with $p,r>0$ and multiply by $p$:

$$-p\ln r-p\ln p\le\frac1r-p,\qquad\text{so}\qquad -p\ln p\le p\ln r+\frac1r-p.$$

Equality holds exactly when $rp=1$.

```lean
/-- The entropy term `-p ln p` lies below its tangent line at `p = 1/r` and touches it
only there. -/
theorem entropy_term_le {p r : ℝ} (hp : 0 < p) (hr : 0 < r) :
    Real.negMulLog p ≤ p * Real.log r + (1 / r - p) ∧
      (Real.negMulLog p = p * Real.log r + (1 / r - p) ↔ p = 1 / r) := by
  have hpos : 0 < (r * p)⁻¹ := by positivity
  have hl : Real.log ((r * p)⁻¹) = -(Real.log r + Real.log p) := by
    rw [Real.log_inv, Real.log_mul hr.ne' hp.ne']
  have hx : p * (r * p)⁻¹ = 1 / r := by field_simp
  have hn : Real.negMulLog p = -p * Real.log p := rfl
  refine ⟨?_, ?_, ?_⟩
  · have h := mul_le_mul_of_nonneg_left (Real.log_le_sub_one_of_pos hpos) hp.le
    rw [hl, mul_sub, hx] at h
    rw [hn]
    linarith
  · intro he
    by_contra hne
    have h1 : (r * p)⁻¹ ≠ 1 := by
      intro h1
      rw [h1, mul_one] at hx
      exact hne hx
    have h := mul_lt_mul_of_pos_left (Real.log_lt_sub_one_of_pos hpos h1) hp
    rw [hl, mul_sub, hx] at h
    rw [hn] at he
    linarith
  · intro he
    have hlog : Real.log p = -Real.log r := by rw [he, one_div, Real.log_inv]
    rw [hn, hlog, ← he]
    ring
```

The first branch of the proof is this multiplication. The second uses the strict inequality for $x\ne1$ to show that equality forces $p=1/r$, and the third substitutes $p=1/r$ directly.

## Summing over the support gives the bound

Let $r=\operatorname{rank}M$. Since the $p_i$ sum to $1$, at least one is nonzero, so $r>0$. Exactly $r$ of them are nonzero, and summing the tangent bound over these gives

$$S(p)\le\ln r\sum_{p_i\ne0}p_i+r\cdot\frac1r-\sum_{p_i\neq0}p_i=\ln r+1-1=\ln r.$$

Equality of the sums requires equality in every term, hence $p_i=1/r$ wherever $p_i\neq0$. Conversely, if $p_i=1/r$ wherever $p_i\neq0$, each tangent bound in the sum is an equality and $S(p)=\ln r$. The equality $S(p)=S(q)$ is the spectral sum identity with $f(x)=-x\ln x$.

```lean
/-- For a normalised bipartite pure state, `M M*` and `M* M` have the same entropy, which is at
most the logarithm of the Schmidt rank; the bound is attained exactly when all nonzero
eigenvalues of `M M*` equal the inverse rank. -/
theorem entanglement_entropy_le_log_rank (M : Matrix m n ℂ) (hM : (M * Mᴴ).trace = 1) :
    entropy (leftSpectrum M) = entropy (rightSpectrum M) ∧
    entropy (leftSpectrum M) ≤ Real.log M.rank ∧
    (entropy (leftSpectrum M) = Real.log M.rank ↔
      ∀ i, leftSpectrum M i ≠ 0 → leftSpectrum M i = 1 / (M.rank : ℝ)) := by
  obtain ⟨hnn, hsum⟩ := leftSpectrum_probability M hM
  -- a normalised state has positive Schmidt rank
  have hr : (0 : ℝ) < M.rank := by
    obtain ⟨i, -, hi⟩ : ∃ i ∈ Finset.univ, leftSpectrum M i ≠ 0 :=
      Finset.exists_ne_zero_of_sum_ne_zero (by rw [hsum]; exact one_ne_zero)
    rw [rank_eq_card]
    exact_mod_cast Finset.card_pos.2 ⟨i, Finset.mem_filter.2 ⟨Finset.mem_univ i, hi⟩⟩
  have hite : ∑ i, (if leftSpectrum M i ≠ 0 then 1 / (M.rank : ℝ) else 0) = 1 := by
    rw [← Finset.sum_filter, Finset.sum_const, ← rank_eq_card, nsmul_eq_mul]
    exact mul_one_div_cancel hr.ne'
  -- the tangent-line bounds add up to `ln (rank M)`
  have hg : ∑ i, (leftSpectrum M i * Real.log M.rank +
      ((if leftSpectrum M i ≠ 0 then 1 / (M.rank : ℝ) else 0) - leftSpectrum M i))
      = Real.log M.rank := by
    rw [Finset.sum_add_distrib, Finset.sum_sub_distrib, ← Finset.sum_mul, hsum, hite]
    ring
  have hle : ∀ i ∈ Finset.univ, Real.negMulLog (leftSpectrum M i) ≤
      leftSpectrum M i * Real.log M.rank +
      ((if leftSpectrum M i ≠ 0 then 1 / (M.rank : ℝ) else 0) - leftSpectrum M i) := by
    intro i _
    by_cases h0 : leftSpectrum M i = 0
    · simp [h0]
    · rw [if_pos h0]
      exact (entropy_term_le (lt_of_le_of_ne (hnn i) (Ne.symm h0)) hr).1
  refine ⟨spectral_sum_eq M Real.negMulLog Real.negMulLog_zero,
    (Finset.sum_le_sum hle).trans_eq hg, ?_⟩
  have hiff := Finset.sum_eq_sum_iff_of_le hle
  rw [hg] at hiff
  refine hiff.trans ⟨fun h i h0 => ?_, fun h i _ => ?_⟩
  · have hi := h i (Finset.mem_univ i)
    rw [if_pos h0] at hi
    exact (entropy_term_le (lt_of_le_of_ne (hnn i) (Ne.symm h0)) hr).2.1 hi
  · by_cases h0 : leftSpectrum M i = 0
    · simp [h0]
    · rw [if_pos h0]
      exact (entropy_term_le (lt_of_le_of_ne (hnn i) (Ne.symm h0)) hr).2.2 (h i h0)
```

The theorem has three parts: equal entropies, the bound, and the condition for equality. Lean sums over all of $m$, with an `if` that supplies $1/r$ on the support and $0$ elsewhere. `hite` says that these contributions add up to $1$, `hg` that the right-hand sides add up to $\ln r$, and `hle` is the bound term by term. `Finset.sum_eq_sum_iff_of_le` then converts equality of the two sums into equality of all their terms.

For a normalised matrix product state on a finite chain with open ends, cutting the chain at a bond of dimension $\chi$ gives an amplitude matrix of rank at most $\chi$, so the entanglement entropy across that cut is at most $\ln\chi$.

## Zero entropy means Schmidt rank one

Each $p_i$ lies in $[0,1]$, so each term $-p_i\ln p_i$ is nonnegative. If $S(p)=0$, every term vanishes, and each $p_i$ is $0$ or $1$. The number of nonzero $p_i$ then equals their sum, so $r=1$. Conversely, $r=1$ gives $0\le S(p)\le\ln1=0$.

```lean
/-- The entanglement entropy of a normalised state vanishes exactly when its Schmidt rank
is one. -/
theorem entropy_eq_zero_iff_rank_one (M : Matrix m n ℂ) (hM : (M * Mᴴ).trace = 1) :
    entropy (leftSpectrum M) = 0 ↔ M.rank = 1 := by
  obtain ⟨hnn, hsum⟩ := leftSpectrum_probability M hM
  have hterm : ∀ i ∈ Finset.univ, 0 ≤ Real.negMulLog (leftSpectrum M i) := fun i hi =>
    Real.negMulLog_nonneg (hnn i)
      ((Finset.single_le_sum (fun j _ => hnn j) hi).trans_eq hsum)
  constructor
  · intro h
    -- every weight is zero or one, so the rank equals the total weight
    have hc : (M.rank : ℝ) = ∑ i, leftSpectrum M i := by
      rw [rank_eq_card, Finset.card_filter, Nat.cast_sum]
      refine Finset.sum_congr rfl fun i hi => ?_
      by_cases h0 : leftSpectrum M i = 0
      · simp [h0]
      · have hz : -leftSpectrum M i * Real.log (leftSpectrum M i) = 0 :=
          (Finset.sum_eq_zero_iff_of_nonneg hterm).1 h i hi
        have h1 := Real.eq_one_of_pos_of_log_eq_zero (lt_of_le_of_ne (hnn i) (Ne.symm h0))
          ((mul_eq_zero.1 hz).resolve_left (neg_ne_zero.2 h0))
        simp [h1]
    rw [hsum] at hc
    exact_mod_cast hc
  · intro h
    have hb := (entanglement_entropy_le_log_rank M hM).2.1
    rw [h, Nat.cast_one, Real.log_one] at hb
    exact le_antisymm hb (Finset.sum_nonneg hterm)
```

In the forward direction, `hc` equates the rank with the total weight by comparing the two sums index by index. The converse uses the entropy bound just proved. Physically, a rank-one amplitude matrix has the form $M_{ij}=u_iv_j$, which describes a product state.

## A maximally mixed left system saturates the bound

Suppose $MM^*=|m|^{-1}1_m$ with $|m|\ge1$. The trace is $1$, so the state is normalised. If $v\ne0$ is an eigenvector with eigenvalue $p_i$, then $|m|^{-1}v=p_iv$, and comparing a nonzero component gives $p_i=1/|m|$. All $|m|$ eigenvalues are nonzero, so $r=|m|$. Every one of them equals $1/r$, and the equality condition gives $S(p)=\ln|m|$.

```lean
/-- If `M M*` is the maximally mixed matrix, the Schmidt rank is the dimension of the left
system and the entropy is the logarithm of that dimension. -/
theorem entropy_of_maximally_mixed [Nonempty m] (M : Matrix m n ℂ)
    (h : M * Mᴴ = (Fintype.card m : ℂ)⁻¹ • (1 : Matrix m m ℂ)) :
    M.rank = Fintype.card m ∧ entropy (leftSpectrum M) = Real.log (Fintype.card m) := by
  have hc : (Fintype.card m : ℂ) ≠ 0 := Nat.cast_ne_zero.2 Fintype.card_ne_zero
  have hM : (M * Mᴴ).trace = 1 := by
    rw [h, Matrix.trace_smul, Matrix.trace_one, smul_eq_mul, inv_mul_cancel₀ hc]
  have hmul : ∀ v : m → ℂ, (M * Mᴴ) *ᵥ v = (Fintype.card m : ℂ)⁻¹ • v := by
    intro v
    rw [h, Matrix.smul_mulVec, Matrix.one_mulVec]
  -- an eigenvector has a nonzero component, which fixes its eigenvalue
  have heig : ∀ i, leftSpectrum M i = (Fintype.card m : ℝ)⁻¹ := by
    intro i
    have hH := Matrix.isHermitian_mul_conjTranspose_self M
    have hv := hH.mulVec_eigenvectorBasis i
    rw [hmul] at hv
    obtain ⟨k, hk⟩ : ∃ k, (hH.eigenvectorBasis i) k ≠ 0 := by
      by_contra hcon
      push Not at hcon
      exact hH.eigenvectorBasis.orthonormal.ne_zero i (by ext k; simpa using hcon k)
    have e := congrFun hv k
    simp only [Pi.smul_apply, smul_eq_mul, Complex.real_smul] at e
    have e2 : (Fintype.card m : ℂ)⁻¹ = ((leftSpectrum M i : ℝ) : ℂ) :=
      mul_right_cancel₀ hk e
    have e3 : ((leftSpectrum M i : ℝ) : ℂ) = (((Fintype.card m : ℝ)⁻¹ : ℝ) : ℂ) := by
      rw [Complex.ofReal_inv, Complex.ofReal_natCast]
      exact e2.symm
    exact Complex.ofReal_injective e3
  have hrank : M.rank = Fintype.card m := by
    rw [rank_eq_card, Finset.filter_true_of_mem, Finset.card_univ]
    intro i _
    rw [heig i]
    exact inv_ne_zero (Nat.cast_ne_zero.2 Fintype.card_ne_zero)
  refine ⟨hrank, ?_⟩
  have hS := (entanglement_entropy_le_log_rank M hM).2.2.2
    (fun i _ => by rw [heig i, hrank, one_div])
  rwa [hrank] at hS

end

end SchmidtEntropy
```

The proof follows the same order: `hM` is the normalisation, `heig` fixes the eigenvalues through a nonzero component `k` of an eigenvector, and `hrank` counts them. The matrix $M$ is given together with its property, and the theorem does not assert that one exists for every pair of dimensions. For systems of equal dimension $d\ge1$, $M=d^{-1/2}\,1$ is an example; for $|n|<|m|$ there is none, because the rank of $M$ is at most $|n|$.

```lean
#print axioms SchmidtEntropy.entanglement_entropy_le_log_rank
#print axioms SchmidtEntropy.entropy_eq_zero_iff_rank_one
#print axioms SchmidtEntropy.entropy_of_maximally_mixed
```

```
'SchmidtEntropy.entanglement_entropy_le_log_rank' depends on axioms: [propext, Classical.choice, Quot.sound]
'SchmidtEntropy.entropy_eq_zero_iff_rank_one' depends on axioms: [propext, Classical.choice, Quot.sound]
'SchmidtEntropy.entropy_of_maximally_mixed' depends on axioms: [propext, Classical.choice, Quot.sound]
```
